# A moment-matched polynomial inside radius $a$ leaves the $L$-channel Coulomb potential unchanged from $a$ to $R$

Let $Q(r)$ be the radial part of a density $Q(r)Y_{LM}$, without an extra factor $r^2$. Here $L$ is a natural number, zero included, $R$ is the outer end of the radial range, and $a$ is the radius inside which $Q$ is replaced.

```lean
import Mathlib

open Set MeasureTheory

namespace AugmentationPseudization

noncomputable section
```

The replacement is $p(r)=r^L(c_0+c_1r^2+c_2r^4)$. Its three real coefficients form `c : Fin 3 → ℝ`.

```lean
/-- The pseudized radial function `r^L (c₀ + c₁ r² + c₂ r⁴)`. -/
def pseudo (L : ℕ) (c : Fin 3 → ℝ) (r : ℝ) : ℝ :=
  r ^ L * (c 0 + c 1 * r ^ 2 + c 2 * r ^ 4)
```

The cumulative moment is $M_f(r)=\int_0^r f(s)s^{L+2}\,ds$.

```lean
/-- The cumulative multipole moment: the integral of `f(s) s^(L+2)` from `0` to `r`. -/
def moment (L : ℕ) (r : ℝ) (f : ℝ → ℝ) : ℝ :=
  ∫ s in (0 : ℝ)..r, f s * s ^ (L + 2)
```

In Gaussian-type units the potential is
$$V_f(r)=\frac{4\pi}{2L+1}\left[\frac{M_f(r)}{r^{L+1}}+r^L\int_r^R f(s)s^{1-L}\,ds\right].$$

```lean
/-- The Coulomb potential at `r` in channel `L` of a radial density `f` on `[0, R]`,
as the sum of an inner and an outer cumulative integral. -/
def potential (L : ℕ) (R : ℝ) (f : ℝ → ℝ) (r : ℝ) : ℝ :=
  4 * Real.pi / (2 * L + 1) *
    (moment L r f / r ^ (L + 1) + r ^ L * ∫ s in r..R, f s * s ^ 2 / s ^ (L + 1))
```

`substitute` uses $p$ for $r\le a$ and $Q$ beyond.

```lean
/-- The function equal to `p` up to the radius `a` and to `Q` beyond it. -/
def substitute (a : ℝ) (p Q : ℝ → ℝ) (r : ℝ) : ℝ :=
  if r ≤ a then p r else Q r
```

`Matches` prescribes the value $q_0$, the slope $q_1$ and the moment $M$ of $p$ at $a$.

```lean
/-- The pseudized function has value `q₀` and slope `q₁` at `a`, and moment `M` on `[0, a]`. -/
def Matches (L : ℕ) (a q₀ q₁ M : ℝ) (c : Fin 3 → ℝ) : Prop :=
  pseudo L c a = q₀ ∧ HasDerivAt (pseudo L c) q₁ a ∧ moment L a (pseudo L c) = M
```

In PAW and ultrasoft calculations, this allows an augmentation function to be smoothed near the nucleus without altering its electrostatics farther out, within this model of a single channel on a finite radial range.

## Positive matching radius: $a>0$

Physically, there must be an inner region to modify. By hand, positivity permits division by powers of $a$. Differentiation gives
$$a\,p'(a)=a^L\left[Lc_0+(L+2)c_1a^2+(L+4)c_2a^4\right].$$

```lean
/-- The slope of the pseudized function at a nonzero radius. -/
theorem hasDerivAt_pseudo (L : ℕ) (c : Fin 3 → ℝ) {r : ℝ} (hr : r ≠ 0) :
    HasDerivAt (pseudo L c)
      (r ^ L * (L * c 0 + (L + 2) * (c 1 * r ^ 2) + (L + 4) * (c 2 * r ^ 4)) / r) r := by
  have hpoly : HasDerivAt (fun x : ℝ => c 0 + c 1 * x ^ 2 + c 2 * x ^ 4)
      (c 1 * (2 * r) + c 2 * (4 * r ^ 3)) r :=
    ((((hasDerivAt_pow 2 r).const_mul (c 1)).const_add (c 0)).fun_add
      ((hasDerivAt_pow 4 r).const_mul (c 2))).congr_deriv (by norm_num)
  have e : (L : ℝ) * r ^ (L - 1) = L * r ^ L / r := by
    cases L with
    | zero => simp
    | succ n =>
      rw [Nat.add_sub_cancel, pow_succ, ← mul_assoc, mul_div_assoc, div_self hr, mul_one]
  refine ((hasDerivAt_pow L r).fun_mul hpoly).congr_deriv ?_
  rw [e]
  field_simp
  ring
```

Integrating $s^{2L+2}(c_0+c_1s^2+c_2s^4)$ term by term gives the moment. Lean does this by exhibiting an antiderivative.

```lean
/-- The multipole moment of the pseudized function in closed form. -/
theorem moment_pseudo (L : ℕ) (c : Fin 3 → ℝ) (a : ℝ) :
    moment L a (pseudo L c) = a ^ (2 * L + 3) *
      (c 0 / (2 * L + 3) + c 1 * a ^ 2 / (2 * L + 5) + c 2 * a ^ 4 / (2 * L + 7)) := by
  have mono : ∀ (k : ℕ) (b s : ℝ),
      HasDerivAt (fun x : ℝ => b / ((k : ℝ) + 1) * x ^ (k + 1)) (b * s ^ k) s := by
    intro k b s
    refine ((hasDerivAt_pow (k + 1) s).const_mul (b / ((k : ℝ) + 1))).congr_deriv ?_
    have hk : (k : ℝ) + 1 ≠ 0 := by positivity
    rw [Nat.add_sub_cancel]
    push_cast
    field_simp
  have h : ∀ s : ℝ, HasDerivAt _ (pseudo L c s * s ^ (L + 2)) s := fun s =>
    (((mono (2 * L + 2) (c 0) s).fun_add (mono (2 * L + 4) (c 1) s)).fun_add
      (mono (2 * L + 6) (c 2) s)).congr_deriv (by unfold pseudo; ring)
  have hc : Continuous (fun s : ℝ => pseudo L c s * s ^ (L + 2)) := by
    unfold pseudo
    fun_prop
  have z : ∀ k : ℕ, (0 : ℝ) ^ (k + 1) = 0 := fun k => by simp
  unfold moment
  rw [intervalIntegral.integral_eq_sub_of_hasDerivAt (fun s _ => h s)
    (hc.intervalIntegrable 0 a)]
  simp only [z, mul_zero, add_zero, sub_zero]
  push_cast
  ring
```

Set $x=c_0$, $y=c_1a^2$, $z=c_2a^4$, and $A=q_0/a^L$, $B=aq_1/a^L$, $C=M/a^{2L+3}$. The conditions become
$$x+y+z=A,\qquad Lx+(L+2)y+(L+4)z=B,$$
$$\frac{x}{2L+3}+\frac{y}{2L+5}+\frac{z}{2L+7}=C.$$

```lean
/-- The matching conditions are three linear equations for `c₀`, `c₁ a²` and `c₂ a⁴`. -/
theorem matches_iff (L : ℕ) {a : ℝ} (ha : 0 < a) (q₀ q₁ M : ℝ) (c : Fin 3 → ℝ) :
    Matches L a q₀ q₁ M c ↔
      c 0 + c 1 * a ^ 2 + c 2 * a ^ 4 = q₀ / a ^ L ∧
      L * c 0 + (L + 2) * (c 1 * a ^ 2) + (L + 4) * (c 2 * a ^ 4) = a * q₁ / a ^ L ∧
      c 0 / (2 * L + 3) + c 1 * a ^ 2 / (2 * L + 5) + c 2 * a ^ 4 / (2 * L + 7)
        = M / a ^ (2 * L + 3) := by
  have hw : a ^ L ≠ 0 := (pow_pos ha L).ne'
  have hv : a ^ (2 * L + 3) ≠ 0 := (pow_pos ha _).ne'
  have hd := hasDerivAt_pseudo L c ha.ne'
  refine and_congr ?_ (and_congr ?_ ?_)
  · rw [eq_div_iff hw, mul_comm]
    rfl
  · rw [eq_div_iff hw]
    constructor
    · intro h
      have h' := hd.unique h
      rw [div_eq_iff ha.ne'] at h'
      linear_combination h'
    · intro h
      refine hd.congr_deriv ?_
      rw [div_eq_iff ha.ne']
      linear_combination h
  · rw [eq_div_iff hv, moment_pseudo, mul_comm]
```

Subtracting $L$ times the first equation from the second gives $2y+4z=B-LA$. With $D=(B-LA)/2$, this means $y=D-2z$ and $x=A-D+z$. The third equation then reads
$$\frac{8z}{(2L+3)(2L+5)(2L+7)}=C-\frac{A-D}{2L+3}-\frac{D}{2L+5}.$$
The coefficient of $z$ is nonzero, so $z$, and with it $y$ and $x$, exists and is unique. In the proof, `key` computes this coefficient and `t` is $z$. Existence constructs the solution; uniqueness applies the same elimination to the difference of two solutions.

```lean
/-- For any prescribed value, slope and multipole moment there is exactly one
pseudized function `r^L (c₀ + c₁ r² + c₂ r⁴)`. -/
theorem existsUnique_matches (L : ℕ) {a : ℝ} (ha : 0 < a) (q₀ q₁ M : ℝ) :
    ∃! c : Fin 3 → ℝ, Matches L a q₀ q₁ M c := by
  have n3 : (2 * (L : ℝ) + 3) ≠ 0 := by positivity
  have n5 : (2 * (L : ℝ) + 5) ≠ 0 := by positivity
  have n7 : (2 * (L : ℝ) + 7) ≠ 0 := by positivity
  have a2 : a ^ 2 ≠ 0 := (pow_pos ha 2).ne'
  have a4 : a ^ 4 ≠ 0 := (pow_pos ha 4).ne'
  -- eliminating two unknowns leaves this nonzero coefficient for the third
  have key : ∀ t : ℝ, t / (2 * L + 3) + (-2 * t) / (2 * L + 5) + t / (2 * L + 7)
      = t * (8 / ((2 * L + 3) * (2 * L + 5) * (2 * L + 7))) := by
    intro t
    field_simp
    ring
  have hk : (8 / ((2 * (L : ℝ) + 3) * (2 * L + 5) * (2 * L + 7))) ≠ 0 := by positivity
  apply existsUnique_of_exists_of_unique
  · obtain ⟨D, hD⟩ : ∃ D : ℝ, 2 * D = a * q₁ / a ^ L - L * (q₀ / a ^ L) :=
      ⟨(a * q₁ / a ^ L - L * (q₀ / a ^ L)) / 2, by ring⟩
    obtain ⟨t, ht⟩ : ∃ t : ℝ, t * (8 / ((2 * (L : ℝ) + 3) * (2 * L + 5) * (2 * L + 7)))
        = M / a ^ (2 * L + 3) - (q₀ / a ^ L - D) / (2 * L + 3) - D / (2 * L + 5) :=
      ⟨_, div_mul_cancel₀ _ hk⟩
    rw [← key] at ht
    have e1 : (D - 2 * t) / a ^ 2 * a ^ 2 = D - 2 * t := div_mul_cancel₀ _ a2
    have e2 : t / a ^ 4 * a ^ 4 = t := div_mul_cancel₀ _ a4
    refine ⟨![q₀ / a ^ L - D + t, (D - 2 * t) / a ^ 2, t / a ^ 4],
      (matches_iff L ha q₀ q₁ M _).2 ⟨?_, ?_, ?_⟩⟩
    · change q₀ / a ^ L - D + t + (D - 2 * t) / a ^ 2 * a ^ 2 + t / a ^ 4 * a ^ 4 = _
      rw [e1, e2]
      ring
    · change L * (q₀ / a ^ L - D + t) + (L + 2) * ((D - 2 * t) / a ^ 2 * a ^ 2)
        + (L + 4) * (t / a ^ 4 * a ^ 4) = _
      rw [e1, e2]
      linear_combination hD
    · change (q₀ / a ^ L - D + t) / (2 * L + 3) + (D - 2 * t) / a ^ 2 * a ^ 2 / (2 * L + 5)
        + t / a ^ 4 * a ^ 4 / (2 * L + 7) = _
      rw [e1, e2]
      linear_combination ht
  · intro c d hc hd
    obtain ⟨c1, c2, c3⟩ := (matches_iff L ha q₀ q₁ M c).1 hc
    obtain ⟨d1, d2, d3⟩ := (matches_iff L ha q₀ q₁ M d).1 hd
    have y1 : c 1 * a ^ 2 - d 1 * a ^ 2 = -2 * (c 2 * a ^ 4 - d 2 * a ^ 4) := by
      linear_combination (c2 - d2 - L * (c1 - d1)) / 2
    have y0 : c 0 - d 0 = c 2 * a ^ 4 - d 2 * a ^ 4 := by
      linear_combination c1 - d1 - y1
    have y2 : (c 2 * a ^ 4 - d 2 * a ^ 4)
        * (8 / ((2 * (L : ℝ) + 3) * (2 * L + 5) * (2 * L + 7))) = 0 := by
      rw [← key]
      linear_combination c3 - d3 - y0 / (2 * L + 3) - y1 / (2 * L + 5)
    have y := (mul_eq_zero.1 y2).resolve_right hk
    have h0 : c 0 = d 0 := by linear_combination y0 + y
    have h1 : c 1 = d 1 := mul_right_cancel₀ a2 (by linear_combination y1 - 2 * y)
    have h2 : c 2 = d 2 := mul_right_cancel₀ a4 (by linear_combination y)
    funext i
    fin_cases i
    exacts [h0, h1, h2]
```

At $a=0$ uniqueness fails: for $L=0$ and $Q=1$, every triple with $c_0=1$ matches.

## Continuity of $Q$ on $[0,R]$

This excludes a density too singular to have a finite moment. It also excludes milder singularities, such as the density of a scalar-relativistic $s$ state at a point nucleus, whose moment is finite and for which the same splitting still holds. Continuity justifies splitting the integral at $a$: for $r\ge a$,
$$M_{\rm new}(r)=M_p(a)+\int_a^r Q(s)s^{L+2}\,ds.$$
The proof obtains integrability on both intervals from continuity, then joins them.

```lean
/-- The cumulative moment after substitution is the moment of the inner function up to `a`
plus the contribution of the original function from `a` to `r`. -/
theorem moment_substitute (L : ℕ) {a r : ℝ} {p Q : ℝ → ℝ} (ha : 0 ≤ a) (har : a ≤ r)
    (hp : ContinuousOn p (Icc 0 a)) (hQ : ContinuousOn Q (Icc a r)) :
    moment L r (substitute a p Q) = moment L a p + ∫ s in a..r, Q s * s ^ (L + 2) := by
  have ein : EqOn (fun s => p s * s ^ (L + 2))
      (fun s => substitute a p Q s * s ^ (L + 2)) (Ioc 0 a) := by
    intro s hs
    simp only [substitute, if_pos hs.2]
  have eout : EqOn (fun s => Q s * s ^ (L + 2))
      (fun s => substitute a p Q s * s ^ (L + 2)) (Ioc a r) := by
    intro s hs
    simp only [substitute, if_neg (not_le_of_gt hs.1)]
  have iin := (((hp.mul (continuous_pow (L + 2)).continuousOn).integrableOn_Icc
    (μ := volume)).mono_set Ioc_subset_Icc_self).congr_fun ein measurableSet_Ioc
  have iout := (((hQ.mul (continuous_pow (L + 2)).continuousOn).integrableOn_Icc
    (μ := volume)).mono_set Ioc_subset_Icc_self).congr_fun eout measurableSet_Ioc
  unfold moment
  rw [← intervalIntegral.integral_add_adjacent_intervals
    ((intervalIntegrable_iff_integrableOn_Ioc_of_le ha).2 iin)
    ((intervalIntegrable_iff_integrableOn_Ioc_of_le har).2 iout),
    intervalIntegral.integral_of_le ha, intervalIntegral.integral_of_le har,
    intervalIntegral.integral_of_le ha, intervalIntegral.integral_of_le har,
    setIntegral_congr_fun measurableSet_Ioc ein, setIntegral_congr_fun measurableSet_Ioc eout]
```

Without continuity, take $Q(s)=s^{-(L+3)}$ for $s>0$ and $Q(0)=0$. Its moment diverges logarithmically. Lean assigns such integrals the value zero, and the stated equality of potentials then fails for $a<r\le R$.

## Equal moments, and $r$ in $[a,R]$

Equal moments mean that the inner charge distributions have the same multipole strength. When $r\ge a$, the outer integral sees only $Q$, so
$$V_{\rm new}(r)-V_Q(r)=\frac{4\pi}{2L+1}\,\frac{M_p(a)-M_Q(a)}{r^{L+1}}.$$
This vanishes exactly when the moments agree, for any continuous $p$. The proof cancels the common integrals and the nonzero factors.

```lean
/-- Replacing the density inside `a` by a continuous function leaves the potential at a
radius `r` in `[a, R]` unchanged if and only if the multipole moments on `[0, a]` agree. -/
theorem potential_substitute_eq_iff (L : ℕ) {a r R : ℝ} {p Q : ℝ → ℝ} (ha : 0 < a)
    (har : a ≤ r) (hrR : r ≤ R) (hp : ContinuousOn p (Icc 0 a))
    (hQ : ContinuousOn Q (Icc 0 R)) :
    potential L R (substitute a p Q) r = potential L R Q r ↔
      moment L a p = moment L a Q := by
  have hQin : ContinuousOn Q (Icc 0 a) := hQ.mono (Icc_subset_Icc le_rfl (har.trans hrR))
  have hQout : ContinuousOn Q (Icc a r) := hQ.mono (Icc_subset_Icc ha.le hrR)
  have hself : substitute a Q Q = Q := by
    funext s
    simp [substitute]
  have m1 := moment_substitute L ha.le har hp hQout
  have m2 := moment_substitute L ha.le har hQin hQout
  rw [hself] at m2
  -- the outer integral only sees radii beyond `a`
  have outer : ∫ s in r..R, substitute a p Q s * s ^ 2 / s ^ (L + 1)
      = ∫ s in r..R, Q s * s ^ 2 / s ^ (L + 1) := by
    rw [intervalIntegral.integral_of_le hrR, intervalIntegral.integral_of_le hrR]
    refine setIntegral_congr_fun measurableSet_Ioc ?_
    intro s hs
    simp only [substitute, if_neg (not_le_of_gt (lt_of_le_of_lt har hs.1))]
  have hK : 4 * Real.pi / (2 * (L : ℝ) + 1) ≠ 0 := by
    have := Real.pi_pos
    positivity
  have hr : r ^ (L + 1) ≠ 0 := (pow_pos (ha.trans_le har) _).ne'
  unfold potential
  rw [outer, m1, m2]
  constructor
  · intro h
    exact add_right_cancel ((div_left_inj' hr).1 (add_right_cancel (mul_left_cancel₀ hK h)))
  · intro h
    rw [h]
```

Value and slope alone do not suffice. For $L=0$ and $Q=1$, the polynomial $p=1+(r^2-a^2)^2$ matches both at $a$, but its moment is too large by $8a^7/105$, which shifts the potential by $32\pi a^7/(105r)$.

## A slope of $Q$ at $a$

The hypothesis `HasDerivAt Q q₁ a` says that $Q$ has no kink at the joining radius. Since $p(a)=Q(a)$ and $p'(a)=Q'(a)=q_1$, the left and right derivatives of the joined function agree. Lean glues them over the two half-lines.

```lean
/-- Two functions with the same value and slope at `a` join there differentiably. -/
theorem hasDerivAt_substitute {a q₁ : ℝ} {p Q : ℝ → ℝ} (h0 : p a = Q a)
    (hp : HasDerivAt p q₁ a) (hQ : HasDerivAt Q q₁ a) :
    HasDerivAt (substitute a p Q) q₁ a := by
  have hl : HasDerivWithinAt (substitute a p Q) q₁ (Iic a) a :=
    hp.hasDerivWithinAt.congr (fun x hx => if_pos hx) (if_pos le_rfl)
  have hval : substitute a p Q a = Q a := (if_pos le_rfl).trans h0
  have hr : HasDerivWithinAt (substitute a p Q) q₁ (Ici a) a := by
    refine hQ.hasDerivWithinAt.congr (fun x hx => ?_) hval
    rcases eq_or_lt_of_le (show a ≤ x from hx) with h | h
    · rw [← h]
      exact hval
    · exact if_neg (not_le_of_gt h)
  have h := hl.union hr
  rwa [Iic_union_Ici, hasDerivWithinAt_univ] at h
```

For $Q(r)=|r-a|$ and prescribed slope $q_1=0$, the joined function has left slope $0$ and right slope $1$. Its potential on $[a,R]$ is still unchanged; only the smooth join is lost.

For $a>0$ and $Q$ continuous on $[0,R]$ with slope $q_1$ at $a$, the main theorem takes $q_0=Q(a)$ and $M=M_Q(a)$. It gives one matching triple, a differentiable join at $a$, and equal potentials on $[a,R]$. Being $C^1$ throughout is not required, and if $R<a$ the statement about potentials is empty.

```lean
/-- Exactly one function `r^L (c₀ + c₁ r² + c₂ r⁴)` matches the value, slope and multipole
moment of `Q` at `a`. Substituted for `Q` inside `a`, it joins `Q` differentiably and leaves
the potential in channel `L` unchanged on `[a, R]`. -/
theorem pseudization_preserves_potential (L : ℕ) {a R q₁ : ℝ} {Q : ℝ → ℝ} (ha : 0 < a)
    (hQ : ContinuousOn Q (Icc 0 R)) (hQ' : HasDerivAt Q q₁ a) :
    (∃! c : Fin 3 → ℝ, Matches L a (Q a) q₁ (moment L a Q) c) ∧
    ∀ c : Fin 3 → ℝ, Matches L a (Q a) q₁ (moment L a Q) c →
      HasDerivAt (substitute a (pseudo L c) Q) q₁ a ∧
      ∀ r ∈ Icc a R, potential L R (substitute a (pseudo L c) Q) r = potential L R Q r := by
  refine ⟨existsUnique_matches L ha _ _ _, fun c hc => ?_⟩
  obtain ⟨h0, h1, hM⟩ := hc
  have hcont : Continuous (pseudo L c) := by
    unfold pseudo
    fun_prop
  exact ⟨hasDerivAt_substitute h0 h1 hQ', fun r hr =>
    (potential_substitute_eq_iff L ha hr.1 hr.2 hcont.continuousOn hQ).2 hM⟩

end

end AugmentationPseudization
```

```lean
#print axioms AugmentationPseudization.pseudization_preserves_potential
```

```
'AugmentationPseudization.pseudization_preserves_potential' depends on axioms: [propext, Classical.choice, Quot.sound]
```
